# The sine-Gordon breather with k² + w² = 1 and k > 0 carries energy 16k

In a long Josephson junction, the phase difference φ between the two superconductors can vary along the barrier. A localised phase disturbance may then swing back and forth without travelling, a state called a breather. With losses, bias current and junction ends neglected, and with length in Josephson penetration depths and time in inverse plasma frequencies, the phase obeys

φ_tt − φ_xx + sin φ = 0.

The problems below check that, for k² + w² = 1 and w ≠ 0,

φ(x,t) = 4 arctan((k/w) sin(wt) / cosh(kx))

is a solution, and find its energy when k > 0. For this idealised junction, the formula gives a simulation code an exact solution and a conserved number to compare with.

```lean
import Mathlib

open Filter Topology

namespace JosephsonBreather

noncomputable section
```

`SolvesSineGordon` takes a real phase field on the whole line at all times. It demands first and second partial derivatives at every point, each certified by `HasDerivAt`, and the equation between them.

A stricter model would require φ to be twice continuously differentiable in (x,t) jointly. The breather meets that too, being built from smooth functions with a nonzero denominator, but the proof would need an additional smoothness argument.

```lean
/-- A phase field `φ x t` solves the sine-Gordon equation `φ_tt - φ_xx + sin φ = 0`
at every point, with all the partial derivatives involved existing. -/
def SolvesSineGordon (φ : ℝ → ℝ → ℝ) : Prop :=
  ∃ φt φx : ℝ → ℝ → ℝ, ∀ x t, ∃ φtt φxx : ℝ,
    HasDerivAt (fun τ => φ x τ) (φt x t) t ∧ HasDerivAt (fun ξ => φ ξ t) (φx x t) x ∧
    HasDerivAt (fun τ => φt x τ) φtt t ∧ HasDerivAt (fun ξ => φx ξ t) φxx x ∧
    φtt - φxx + Real.sin (φ x t) = 0
```

The energy density adds the electric, magnetic and Josephson terms, φ_t²/2 + φ_x²/2 + 1 − cos φ. The unit of energy is ħI/(2e), where I is the critical current of a piece of junction one penetration depth long.

```lean
/-- Energy per unit length of a long junction: electric, magnetic and Josephson parts. -/
def energyDensity (φ : ℝ → ℝ → ℝ) (x t : ℝ) : ℝ :=
  (deriv (fun τ => φ x τ) t) ^ 2 / 2 + (deriv (fun ξ => φ ξ t) x) ^ 2 / 2
    + (1 - Real.cos (φ x t))
```

Write S = (k/w) sin(wt), which is `swing`, and P = k cos(wt), C = cosh(kx), H = sinh(kx), D = S² + C². Then φ = 4 arctan(S/C), and D > 0 everywhere.

```lean
/-- The oscillating time factor `(k/w) sin(w t)`. -/
def swing (k w t : ℝ) : ℝ := k / w * Real.sin (w * t)

/-- The breather phase `4 arctan((k/w) sin(w t) / cosh(k x))`. -/
def breather (k w x t : ℝ) : ℝ := 4 * Real.arctan (swing k w t / Real.cosh (k * x))
```

The next two definitions are candidates for φ_t and φ_x, namely 4PC/D and −4kSH/D. Parts (e) and (f) justify them.

```lean
/-- Closed form for the voltage `φ_t` of the breather when `w ≠ 0`. -/
def voltage (k w x t : ℝ) : ℝ :=
  4 * (k * Real.cos (w * t)) * Real.cosh (k * x) / (swing k w t ^ 2 + Real.cosh (k * x) ^ 2)

/-- Closed form for the phase gradient `φ_x` of the breather. -/
def gradient (k w x t : ℝ) : ℝ :=
  -4 * swing k w t * (k * Real.sinh (k * x)) / (swing k w t ^ 2 + Real.cosh (k * x) ^ 2)
```

## (a) The derivative of 4 arctan(f/g)

Differentiate 4 arctan(f/g) where f and g are differentiable and g ≠ 0.

The chain and quotient rules give

4 · 1/(1 + f²/g²) · (f′g − fg′)/g² = 4(f′g − fg′)/(f² + g²).

Lean takes the same two steps; `field_simp` clears the g².

```lean
/-- The derivative of a phase of the form `4 arctan(f/g)`. -/
theorem hasDerivAt_four_arctan_div {f g : ℝ → ℝ} {f' g' t : ℝ} (hf : HasDerivAt f f' t)
    (hg : HasDerivAt g g' t) (h0 : g t ≠ 0) :
    HasDerivAt (fun τ => 4 * Real.arctan (f τ / g τ))
      (4 * (f' * g t - f t * g') / (f t ^ 2 + g t ^ 2)) t := by
  have h : HasDerivAt (fun τ => 4 * Real.arctan (f τ / g τ))
      (4 * (1 / (1 + (f t / g t) ^ 2) * ((f' * g t - f t * g') / g t ^ 2))) t :=
    ((hf.fun_div hg h0).arctan).const_mul 4
  refine h.congr_deriv ?_
  have hD : f t ^ 2 + g t ^ 2 ≠ 0 := by positivity
  rw [show 1 + (f t / g t) ^ 2 = (f t ^ 2 + g t ^ 2) / g t ^ 2 by field_simp; ring]
  field_simp
```

## (b) Sine and cosine of 4 arctan u

Express both as rational functions of u.

Let a = arctan u, so cos² a = 1/(1 + u²) and sin a = u cos a. Doubling the angle twice,

sin 4a = 4u cos² a (2cos² a − 1) = 4u(1 − u²)/(1 + u²)²,

cos 4a = 2((1 − u²)/(1 + u²))² − 1 = 1 − 8u²/(1 + u²)².

In the proof, `hc` and `hs` are the two facts about a.

```lean
/-- Sine and cosine of the phase `4 arctan u` as rational functions of `u`. -/
theorem sin_cos_four_arctan (u : ℝ) :
    Real.sin (4 * Real.arctan u) = 4 * u * (1 - u ^ 2) / (1 + u ^ 2) ^ 2 ∧
    Real.cos (4 * Real.arctan u) = 1 - 8 * u ^ 2 / (1 + u ^ 2) ^ 2 := by
  have hc := Real.cos_sq_arctan u
  have hs : Real.sin (Real.arctan u) = u * Real.cos (Real.arctan u) := by
    have h := Real.tan_arctan u
    rwa [Real.tan_eq_sin_div_cos, div_eq_iff (Real.cos_arctan_pos u).ne'] at h
  have hu : 1 + u ^ 2 ≠ 0 := by positivity
  have h4 : 4 * Real.arctan u = 2 * (2 * Real.arctan u) := by ring
  constructor
  · have h : Real.sin (4 * Real.arctan u) = 4 * u * Real.cos (Real.arctan u) ^ 2
        * (2 * Real.cos (Real.arctan u) ^ 2 - 1) := by
      rw [h4, Real.sin_two_mul, Real.sin_two_mul, Real.cos_two_mul, hs]; ring
    rw [h, hc]
    field_simp
    ring
  · rw [h4, Real.cos_two_mul, Real.cos_two_mul, hc]
    field_simp
    ring
```

## (c) The rate of the time factor

Show that S_t = P when w ≠ 0.

The factor w from the chain rule cancels the one in k/w:

S_t = (k/w) · w cos(wt) = k cos(wt).

```lean
/-- For `w ≠ 0` the time factor changes at the rate `k cos(w t)`. -/
theorem hasDerivAt_swing {w : ℝ} (hw : w ≠ 0) (k t : ℝ) :
    HasDerivAt (fun τ => swing k w τ) (k * Real.cos (w * t)) t := by
  have h : HasDerivAt (fun τ => k / w * Real.sin (w * τ))
      (k / w * (Real.cos (w * t) * (w * 1))) t :=
    (((hasDerivAt_id' t).const_mul w).sin).const_mul _
  exact h.congr_deriv (by field_simp)
```

## (d) A first integral of the time factor

Show that P² + w²S² = k².

Since wS = k sin(wt), the left side is k²(cos²(wt) + sin²(wt)). The lemma also admits w = 0, where Lean's convention k/0 = 0 makes S = 0 and P = k.

```lean
/-- The squared rate `k cos(w t)` and `w²` times the squared time factor add up to `k²`. -/
theorem swing_first_integral (k w t : ℝ) :
    (k * Real.cos (w * t)) ^ 2 + w ^ 2 * swing k w t ^ 2 = k ^ 2 := by
  rcases eq_or_ne w 0 with rfl | hw
  · simp [swing]
  · have h : w * swing k w t = k * Real.sin (w * t) := by
      unfold swing; field_simp
    linear_combination k ^ 2 * Real.sin_sq_add_cos_sq (w * t)
      + (w * swing k w t + k * Real.sin (w * t)) * h
```

## (e) The voltage

Find φ_t, which is proportional to the voltage across the junction.

Use (a) with f = S and g = C. Only S depends on t, so

φ_t = 4PC/D.

```lean
/-- For `w ≠ 0` the time derivative of the breather phase is `voltage`. -/
theorem hasDerivAt_breather_time {w : ℝ} (hw : w ≠ 0) (k x t : ℝ) :
    HasDerivAt (fun τ => breather k w x τ) (voltage k w x t) t := by
  have h := hasDerivAt_four_arctan_div (hasDerivAt_swing hw k t)
    (hasDerivAt_const t (Real.cosh (k * x))) (Real.cosh_pos _).ne'
  exact h.congr_deriv (by simp only [voltage]; ring)
```

## (f) The phase gradient

Find φ_x.

Now only C varies, with C_x = kH, and (a) gives

φ_x = −4kSH/D.

```lean
/-- The space derivative of the breather phase is `gradient`. -/
theorem hasDerivAt_breather_space (k w x t : ℝ) :
    HasDerivAt (fun ξ => breather k w ξ t) (gradient k w x t) x := by
  have h := hasDerivAt_four_arctan_div (hasDerivAt_const x (swing k w t))
    (((hasDerivAt_id' x).const_mul k).cosh) (Real.cosh_pos _).ne'
  exact h.congr_deriv (by simp only [gradient]; ring)
```

## (g) The breather solves the equation

Verify the sine-Gordon equation for k² + w² = 1 and w ≠ 0.

From P_t = −w²S, D_t = 2SP, H_x = kC and D_x = 2kCH,

φ_tt = 4C(−w²SD − 2SP²)/D²,

φ_xx = −4S(k²CD − 2k²CH²)/D².

Setting u = S/C in (b),

sin φ = 4SC(C² − S²)/D².

Hence φ_tt − φ_xx + sin φ equals 4SC/D² times

−w²D − 2P² + k²D − 2k²H² + C² − S².

Substituting P² = k² − w²S² and H² = C² − 1 reduces this to

(k² + w² − 1)(S² − C²) = 0.

In Lean, `htt` and `hxx` are the second derivatives, and the final `linear_combination` makes these substitutions. The case k = 0 is allowed and gives φ = 0.

```lean
/-- The breather solves the sine-Gordon equation whenever `k² + w² = 1` and `w ≠ 0`. -/
theorem breather_solves {k w : ℝ} (hw : w ≠ 0) (hkw : k ^ 2 + w ^ 2 = 1) :
    SolvesSineGordon (breather k w) := by
  refine ⟨voltage k w, gradient k w, fun x t => ?_⟩
  have hC0 := Real.cosh_pos (k * x)
  have hne : swing k w t ^ 2 + Real.cosh (k * x) ^ 2 ≠ 0 := by positivity
  -- second time derivative
  have hc : HasDerivAt (fun τ => k * Real.cos (w * τ)) (-w ^ 2 * swing k w t) t :=
    ((((hasDerivAt_id' t).const_mul w).cos).const_mul k).congr_deriv
      (by unfold swing; field_simp)
  have hDt : HasDerivAt (fun τ => swing k w τ ^ 2 + Real.cosh (k * x) ^ 2)
      (2 * swing k w t * (k * Real.cos (w * t))) t :=
    (((hasDerivAt_swing hw k t).fun_pow 2).add_const _).congr_deriv (by simp)
  have htt := ((hc.const_mul 4).mul_const (Real.cosh (k * x))).fun_div hDt hne
  -- second space derivative
  have hC : HasDerivAt (fun ξ => Real.cosh (k * ξ)) (k * Real.sinh (k * x)) x :=
    (((hasDerivAt_id' x).const_mul k).cosh).congr_deriv (by ring)
  have hS : HasDerivAt (fun ξ => k * Real.sinh (k * ξ)) (k ^ 2 * Real.cosh (k * x)) x :=
    ((((hasDerivAt_id' x).const_mul k).sinh).const_mul k).congr_deriv (by ring)
  have hDx : HasDerivAt (fun ξ => swing k w t ^ 2 + Real.cosh (k * ξ) ^ 2)
      (2 * Real.cosh (k * x) * (k * Real.sinh (k * x))) x :=
    ((hC.fun_pow 2).const_add _).congr_deriv (by simp)
  have hxx := (hS.const_mul (-4 * swing k w t)).fun_div hDx hne
  refine ⟨_, _, hasDerivAt_breather_time hw k x t, hasDerivAt_breather_space k w x t,
    htt, hxx, ?_⟩
  have hsin : Real.sin (breather k w x t) = 4 * swing k w t * Real.cosh (k * x)
      * (Real.cosh (k * x) ^ 2 - swing k w t ^ 2)
      / (swing k w t ^ 2 + Real.cosh (k * x) ^ 2) ^ 2 := by
    rw [breather, (sin_cos_four_arctan _).1,
      div_eq_div_iff (by positivity) (pow_ne_zero 2 hne)]
    field_simp
    ring
  -- over the common denominator, the numerator vanishes by the first integral of `swing`,
  -- `cosh² = sinh² + 1` and `k² + w² = 1`
  rw [hsin, ← sub_div, ← add_div, div_eq_zero_iff]
  left
  linear_combination
    (-8 * swing k w t * Real.cosh (k * x)) * swing_first_integral k w t
    + (8 * swing k w t * Real.cosh (k * x) * k ^ 2) * Real.cosh_sq (k * x)
    + (4 * swing k w t * Real.cosh (k * x)
        * (swing k w t ^ 2 - Real.cosh (k * x) ^ 2)) * hkw
```

## (h) Frequencies between 0 and 1

For 0 < w < 1, take k = √(1 − w²). Show that the breather is a solution and is not identically zero.

Here k² + w² = 1, so (g) applies. At the centre, a quarter period after t = 0,

φ(0, π/(2w)) = 4 arctan(k/w) > 0.

```lean
/-- For `0 < w < 1` the breather with `k = √(1 - w²)` solves the sine-Gordon equation, and
its phase at the centre is positive at time `π/(2w)`. -/
theorem breather_solves_of_frequency {w : ℝ} (h0 : 0 < w) (h1 : w < 1) :
    SolvesSineGordon (breather (√(1 - w ^ 2)) w) ∧
    0 < breather (√(1 - w ^ 2)) w 0 (Real.pi / (2 * w)) := by
  have hp : 0 < 1 - w ^ 2 := by nlinarith
  refine ⟨breather_solves h0.ne' (by rw [Real.sq_sqrt hp.le]; ring), ?_⟩
  have ht : w * (Real.pi / (2 * w)) = Real.pi / 2 := by field_simp
  simp only [breather, swing, ht, Real.sin_pi_div_two, mul_one, mul_zero, Real.cosh_zero,
    div_one]
  exact mul_pos (by norm_num) (Real.arctan_pos.2 (div_pos (Real.sqrt_pos.2 hp) h0))
```

## (i) The energy density in closed form

Evaluate the energy density under the conditions of (g).

By (b), 1 − cos φ = 8S²C²/D². Adding φ_t²/2 and φ_x²/2 gives

8(P²C² + k²S²H² + S²C²)/D².

Eliminating P² and H² as before, and using 1 − w² = k², this becomes

8k²(C² − S² + 2S²C²)/D².

Lean's `hcos` is the cosine formula and `alg` collects the three terms.

```lean
/-- Closed form of the energy density of the breather when `k² + w² = 1` and `w ≠ 0`. -/
theorem breather_energyDensity {k w : ℝ} (hw : w ≠ 0) (hkw : k ^ 2 + w ^ 2 = 1) (x t : ℝ) :
    energyDensity (breather k w) x t =
      8 * (k ^ 2 * (Real.cosh (k * x) ^ 2 - swing k w t ^ 2
        + 2 * swing k w t ^ 2 * Real.cosh (k * x) ^ 2))
      / (swing k w t ^ 2 + Real.cosh (k * x) ^ 2) ^ 2 := by
  have hC0 := Real.cosh_pos (k * x)
  have hcos : Real.cos (breather k w x t) = 1 - 8 * swing k w t ^ 2 * Real.cosh (k * x) ^ 2
      / (swing k w t ^ 2 + Real.cosh (k * x) ^ 2) ^ 2 := by
    rw [breather, (sin_cos_four_arctan _).2]
    congr 1
    rw [div_eq_div_iff (by positivity) (by positivity)]
    field_simp
    ring
  have alg : ∀ p q S C D : ℝ, (4 * p * C / D) ^ 2 / 2 + (-4 * S * q / D) ^ 2 / 2
      + (1 - (1 - 8 * S ^ 2 * C ^ 2 / D ^ 2))
      = 8 * (p ^ 2 * C ^ 2 + S ^ 2 * q ^ 2 + S ^ 2 * C ^ 2) / D ^ 2 := by
    intros; ring
  unfold energyDensity
  rw [(hasDerivAt_breather_time hw k x t).deriv, (hasDerivAt_breather_space k w x t).deriv,
    hcos, voltage, gradient, alg]
  congr 2
  linear_combination Real.cosh (k * x) ^ 2 * swing_first_integral k w t
    - swing k w t ^ 2 * k ^ 2 * Real.cosh_sq (k * x)
    - swing k w t ^ 2 * Real.cosh (k * x) ^ 2 * hkw
```

## (j) The total energy

For k > 0, show that at every time the energy density is integrable over the line, with integral 16k.

Let F = 8kCH/D. Then

F_x = 8k²((C² + H²)D − 2C²H²)/D² = 8k²(C² − S² + 2S²C²)/D²,

which is the density from (i); this is `hF`. Because F is odd in x, the integral from −R to R is 2F(R). With q = exp(−2kR),

2F(R) = 16k (1 − q²)/(4S²q + (1 + q)²) → 16k as R → ∞.

The density is nonnegative, so convergence of these integrals yields integrability, and the integral over the line is their limit. In the proof, `hI` evaluates the finite integral, `hL` takes the limit of the fraction, and `hint` gives integrability.

The energy does not depend on t, although its electric, magnetic and Josephson shares do.

```lean
/-- If `k > 0`, `w ≠ 0` and `k² + w² = 1`, then at every time the energy density of the breather is
integrable along the junction and the total energy is `16 k`. -/
theorem breather_energy {k w : ℝ} (hk : 0 < k) (hw : w ≠ 0) (hkw : k ^ 2 + w ^ 2 = 1)
    (t : ℝ) :
    MeasureTheory.Integrable (fun x => energyDensity (breather k w) x t) ∧
    ∫ x, energyDensity (breather k w) x t = 16 * k := by
  have hne : ∀ x, swing k w t ^ 2 + Real.cosh (k * x) ^ 2 ≠ 0 := fun x => by
    have := Real.cosh_pos (k * x)
    positivity
  -- the energy density is a total derivative in space
  have hF : ∀ x, HasDerivAt (fun ξ => 8 * (Real.cosh (k * ξ) * (k * Real.sinh (k * ξ)))
      / (swing k w t ^ 2 + Real.cosh (k * ξ) ^ 2)) (energyDensity (breather k w) x t) x := by
    intro x
    have hC : HasDerivAt (fun ξ => Real.cosh (k * ξ)) (k * Real.sinh (k * x)) x :=
      (((hasDerivAt_id' x).const_mul k).cosh).congr_deriv (by ring)
    have hS : HasDerivAt (fun ξ => k * Real.sinh (k * ξ)) (k ^ 2 * Real.cosh (k * x)) x :=
      ((((hasDerivAt_id' x).const_mul k).sinh).const_mul k).congr_deriv (by ring)
    have hD : HasDerivAt (fun ξ => swing k w t ^ 2 + Real.cosh (k * ξ) ^ 2)
        (2 * Real.cosh (k * x) * (k * Real.sinh (k * x))) x :=
      ((hC.fun_pow 2).const_add _).congr_deriv (by simp)
    refine (((hC.fun_mul hS).const_mul 8).fun_div hD (hne x)).congr_deriv ?_
    rw [breather_energyDensity hw hkw]
    congr 1
    linear_combination (-8 * k ^ 2 * (swing k w t ^ 2 - Real.cosh (k * x) ^ 2))
      * Real.cosh_sq (k * x)
  have hcont : Continuous (fun x => energyDensity (breather k w) x t) := by
    have hch : Continuous (fun x : ℝ => Real.cosh (k * x)) :=
      Real.continuous_cosh.comp (continuous_const.mul continuous_id)
    rw [funext fun x => breather_energyDensity hw hkw x t]
    exact (continuous_const.mul (continuous_const.mul (((hch.pow 2).sub continuous_const).add
      (continuous_const.mul (hch.pow 2))))).div ((continuous_const.add (hch.pow 2)).pow 2)
      (fun x => pow_ne_zero 2 (hne x))
  have hn : ∀ x, ‖energyDensity (breather k w) x t‖ = energyDensity (breather k w) x t :=
    fun x => Real.norm_of_nonneg
      (add_nonneg (by positivity) (sub_nonneg.2 (Real.cos_le_one _)))
  have hI : ∀ R : ℝ, ∫ x in (-R)..R, energyDensity (breather k w) x t = 16 * k *
      (Real.cosh (k * R) * Real.sinh (k * R)
        / (swing k w t ^ 2 + Real.cosh (k * R) ^ 2)) := by
    intro R
    rw [intervalIntegral.integral_eq_sub_of_hasDerivAt (fun x _ => hF x)
      (hcont.intervalIntegrable _ _)]
    simp only [mul_neg, Real.cosh_neg, Real.sinh_neg]
    ring
  -- the limit of a long junction, in the variable `q = exp(-2kR)`
  have alg : ∀ A E : ℝ, 0 < E → (1 - (E⁻¹ ^ 2) ^ 2) / (4 * A ^ 2 * E⁻¹ ^ 2 + (1 + E⁻¹ ^ 2) ^ 2)
      = (E + E⁻¹) / 2 * ((E - E⁻¹) / 2) / (A ^ 2 + ((E + E⁻¹) / 2) ^ 2) := by
    intro A E hE
    rw [div_eq_div_iff (by positivity) (by positivity)]
    field_simp
    ring
  have hE : Tendsto (fun R : ℝ => Real.exp (k * R)) atTop atTop :=
    Real.tendsto_exp_atTop.comp (tendsto_id.const_mul_atTop hk)
  have hq : Tendsto (fun R : ℝ => (Real.exp (k * R))⁻¹ ^ 2) atTop (𝓝 0) := by
    have h := (tendsto_inv_atTop_zero.comp hE).pow 2
    rwa [zero_pow two_ne_zero] at h
  have hG : Tendsto (fun q : ℝ => (1 - q ^ 2) / (4 * swing k w t ^ 2 * q + (1 + q) ^ 2))
      (𝓝 0) (𝓝 1) := by
    have h : ContinuousAt
        (fun q : ℝ => (1 - q ^ 2) / (4 * swing k w t ^ 2 * q + (1 + q) ^ 2)) 0 :=
      ContinuousAt.div (by fun_prop) (by fun_prop) (by norm_num)
    simpa using h.tendsto
  have hL : Tendsto (fun R : ℝ => Real.cosh (k * R) * Real.sinh (k * R)
      / (swing k w t ^ 2 + Real.cosh (k * R) ^ 2)) atTop (𝓝 1) := by
    refine (hG.comp hq).congr (fun R => ?_)
    rw [Real.cosh_eq, Real.sinh_eq, Real.exp_neg]
    exact alg _ _ (Real.exp_pos _)
  have hT : Tendsto (fun R : ℝ => ∫ x in (-R)..R, energyDensity (breather k w) x t) atTop
      (𝓝 (16 * k)) := by
    simp only [hI]
    simpa only [mul_one] using hL.const_mul (16 * k)
  have ha : Tendsto (fun R : ℝ => -R) atTop atBot := tendsto_neg_atTop_atBot
  have hb : Tendsto (fun R : ℝ => R) atTop atTop := tendsto_id
  have hint : MeasureTheory.Integrable (fun x => energyDensity (breather k w) x t) := by
    refine MeasureTheory.integrable_of_intervalIntegral_norm_tendsto (16 * k)
      (fun R => hcont.integrableOn_Ioc) ha hb ?_
    simp only [hn]
    exact hT
  exact ⟨hint, tendsto_nhds_unique
    (MeasureTheory.intervalIntegral_tendsto_integral hint ha hb) hT⟩

end

end JosephsonBreather
```

```lean
#print axioms JosephsonBreather.breather_solves_of_frequency
#print axioms JosephsonBreather.breather_energy
```

```
'JosephsonBreather.breather_solves_of_frequency' depends on axioms: [propext, Classical.choice, Quot.sound]
'JosephsonBreather.breather_energy' depends on axioms: [propext, Classical.choice, Quot.sound]
```
